# Second differences of microstate counts give the LS terms of d³

A state-averaged calculation on a free d³ ion, with three electrons in five active d orbitals, needs a number of roots for each spin. If complete terms are to be kept together, that number must be a sum of whole values of $2L+1$. The quartets 4F and 4P supply $7+3=10$ roots; the doublets 2H, 2G, 2F, 2D (twice) and 2P supply $11+9+7+2\cdot5+3=40$. Once it is granted that the states of this single configuration group into complete terms, the term list behind these numbers follows from counting microstates; the counts say nothing about energies or mixing with other configurations.

```lean
import Mathlib

namespace DThreeTermEnumeration
```

## Microstates and their projections

A d spin-orbital is labelled by $(m,2m_s)$, with $m=-2,\dots,2$ and $2m_s=\pm1$. Doubling the spin keeps every label an integer.

```lean
/-- The ten d spin-orbitals, labelled by the pair `(m, 2 m_s)`. -/
noncomputable def dOrbitals : Finset (ℤ × ℤ) := Finset.Icc (-2) 2 ×ˢ {-1, 1}
```

A microstate is a set of three different spin-orbitals, which stands for one Slater determinant. The Pauli principle enters because a set cannot contain the same spin-orbital twice. Write $M=M_L=\sum m$ and $T=2M_S=\sum 2m_s$, and let $c(M,T)$ be the number of microstates with these projections. This is `d3Count`.

```lean
/-- The number of three-electron microstates of the d shell with `M_L = M` and `2 M_S = T`. -/
noncomputable def d3Count (M T : ℤ) : ℤ :=
  (((Finset.powersetCard 3 dOrbitals).filter
    (fun A => (∑ o ∈ A, o.1) = M ∧ (∑ o ∈ A, o.2) = T)).card : ℤ)
```

A term with orbital momentum $L$ and spin $S$ is the pair $(L,2S)$, so 4F is $(3,3)$ and 2D is $(2,1)$. It has one state for each $M=-L,\dots,L$ and each $T=-2S,-2S+2,\dots,2S$. The divisibility condition in `termTable` enforces the step of two in $T$.

This table is where angular momentum theory enters: that the d³ states group into complete multiplets with these projections is taken from physics. The file works with counts and constructs neither wavefunctions nor the operators $L^2$ and $S^2$.

```lean
/-- The number of states with `M_L = M` and `2 M_S = T` in a single term `t = (L, 2S)`. -/
def termTable (t : ℕ × ℕ) (M T : ℤ) : ℤ :=
  if (-(t.1 : ℤ) ≤ M ∧ M ≤ t.1) ∧ (-(t.2 : ℤ) ≤ T ∧ T ≤ t.2) ∧ (2 : ℤ) ∣ (t.2 : ℤ) - T
  then 1 else 0
```

With $s=2S$, the second difference of a table $f$ is

$$\Delta f(L,s)=f(L,s)-f(L+1,s)-f(L,s+2)+f(L+1,s+2).$$

The spin step must be two. For d³, $T$ is always odd, so with a step of one the last two entries would vanish at every odd $s$, and quartets would be counted again among the doublets. At 2F, for example, $c(3,1)-c(4,1)=4-2=2$, which counts 4F as well as 2F. Subtracting $c(3,3)-c(4,3)=1-0$ leaves the correct value, 1.

```lean
/-- The second difference of a table of counts at orbital momentum `L` and doubled spin `s`;
a unit step in the spin projection is a step of two in its doubled value. -/
def secondDifference (f : ℤ → ℤ → ℤ) (L s : ℕ) : ℤ :=
  f L s - f (L + 1) s - f L (s + 2) + f (L + 1) (s + 2)
```

The candidate answer consists of seven distinct terms and a multiplicity function that is two at 2D, one at the other six, and zero everywhere else.

```lean
/-- The terms 4F, 4P, 2H, 2G, 2F, 2D, 2P, written as pairs `(L, 2S)`. -/
def d3Terms : Finset (ℕ × ℕ) :=
  {(3, 3), (1, 3), (5, 1), (4, 1), (3, 1), (2, 1), (1, 1)}

/-- The multiplicity table: two for 2D, one for 4F, 4P, 2H, 2G, 2F and 2P, and zero for every
other term. -/
def d3Mult (t : ℕ × ℕ) : ℤ :=
  if t ∈ d3Terms then (if t = (2, 1) then 2 else 1) else 0
```

## A single term is picked out exactly once

Take a term $(K,r)$. For $M,T\ge0$ its table is a product $u(M)\,v(T)$, where $u(M)=1$ if $M\le K$, $v(T)=1$ if $T\le r$ and $r-T$ is even, and both are zero otherwise. The second difference therefore factorises:

$$\Delta(uv)(L,s)=[u(L)-u(L+1)]\,[v(s)-v(s+2)]=\delta_{LK}\,\delta_{sr}.$$

The first bracket is nonzero only when $L\le K<L+1$. The second requires equal parity and $s\le r<s+2$, which forces $s=r$.

The smallest case is 1S, with $K=r=0$. Its table has a single entry, at the origin, and $\Delta(0,0)=1-0-0+0=1$.

In the proof, `key` is the factorisation, `hU` and `hV` evaluate the two brackets, and `ring` multiplies them out. The case distinctions in `key`, `hU` and `hV` are settled by integer arithmetic through `omega`; `hprod` splits $\delta_{(L,s),(K,r)}$ into its two factors by `simp`.

```lean
/-- The second difference of the table of a single term is one at that term and zero at every
other pair of orbital momentum and doubled spin. -/
theorem secondDifference_termTable (t : ℕ × ℕ) (L s : ℕ) :
    secondDifference (termTable t) L s = if (L, s) = t then 1 else 0 := by
  obtain ⟨K, r⟩ := t
  -- for non-negative projections the table is an orbital factor times a spin factor
  have key : ∀ a b : ℤ, 0 ≤ a → 0 ≤ b → termTable (K, r) a b =
      (if a ≤ (K : ℤ) then 1 else 0) *
        (if b ≤ (r : ℤ) ∧ (2 : ℤ) ∣ (r : ℤ) - b then 1 else 0) := by
    intro a b ha hb
    simp only [termTable]
    split_ifs <;> omega
  have hU : (if (L : ℤ) ≤ (K : ℤ) then (1 : ℤ) else 0)
      - (if (L : ℤ) + 1 ≤ (K : ℤ) then 1 else 0) = if L = K then 1 else 0 := by
    split_ifs <;> omega
  have hV : (if (s : ℤ) ≤ (r : ℤ) ∧ (2 : ℤ) ∣ (r : ℤ) - s then (1 : ℤ) else 0)
      - (if (s : ℤ) + 2 ≤ (r : ℤ) ∧ (2 : ℤ) ∣ (r : ℤ) - (s + 2) then 1 else 0)
      = if s = r then 1 else 0 := by
    split_ifs <;> omega
  have hprod : (if (L, s) = (K, r) then (1 : ℤ) else 0)
      = (if L = K then 1 else 0) * (if s = r then 1 else 0) := by
    by_cases h1 : L = K <;> by_cases h2 : s = r <;> simp [h1, h2]
  rw [hprod, ← hU, ← hV, secondDifference, key L s (by omega) (by omega),
    key (L + 1) s (by omega) (by omega), key L (s + 2) (by omega) (by omega),
    key (L + 1) (s + 2) (by omega) (by omega)]
  ring
```

## Superpositions of terms

Suppose that a table is a finite sum $f=\sum_{t\in A}n_t f_t$ of single-term tables $f_t$. Since $\Delta$ is linear,

$$\Delta f(L,s)=\sum_{t\in A}n_t\,\Delta f_t(L,s)=\sum_{t\in A}n_t\,\delta_{t,(L,s)}.$$

This is $n_{(L,s)}$ if the term belongs to $A$, and zero otherwise. The step `hlin` is the linearity, and the preceding theorem then collapses the sum.

```lean
/-- If a table of counts is a finite superposition of terms, its second differences are the
multiplicities of these terms, and zero for terms outside the superposition. -/
theorem secondDifference_superposition (A : Finset (ℕ × ℕ)) (n : ℕ × ℕ → ℤ) (L s : ℕ) :
    secondDifference (fun M T => ∑ t ∈ A, n t * termTable t M T) L s
      = if (L, s) ∈ A then n (L, s) else 0 := by
  have hlin : secondDifference (fun M T => ∑ t ∈ A, n t * termTable t M T) L s
      = ∑ t ∈ A, n t * secondDifference (termTable t) L s := by
    simp only [secondDifference, mul_add, mul_sub, Finset.sum_add_distrib,
      Finset.sum_sub_distrib]
  rw [hlin]
  simp only [secondDifference_termTable, mul_ite, mul_one, mul_zero, Finset.sum_ite_eq]
```

## The d³ counts at all projections

The largest $M$ is reached with two electrons of opposite spin in $m=2$ and one in $m=1$, so $M\le5$. Reversing the signs of $m$ gives $M\ge-5$. Three spins give $|T|\le3$. The proof has the kernel evaluate these bounds over all the microstates.

```lean
/-- Every three-electron microstate of the d shell has `M_L` between -5 and 5 and `2 M_S`
between -3 and 3. -/
theorem d3_projection_bounds : ∀ A ∈ Finset.powersetCard 3 dOrbitals,
    (-5 ≤ (∑ o ∈ A, o.1) ∧ (∑ o ∈ A, o.1) ≤ 5) ∧
      (-3 ≤ (∑ o ∈ A, o.2) ∧ (∑ o ∈ A, o.2) ≤ 3) := by
  decide +kernel
```

It remains to show that

$$c(M,T)=\sum_t n_t f_t(M,T)$$

for all integers $M,T$, where $n_t$ are now the proposed multiplicities. Inside the box $|M|\le5$, $|T|\le3$, the two sides are compared entry by entry. For $T=1$ and $M=0,1,\dots,5$, both give $8,8,6,4,2,1$; for $T=3$ they give $2,2,1,1,0,0$. Outside the box there are no microstates, and every listed term has $L\le5$ and $2S\le3$, so both sides vanish.

The proof has the same two branches: `box` is the finite comparison, while `hempty` and `ht0` give the zeros outside.

```lean
/-- At every pair of projections, the number of d³ microstates is the number of states supplied
by the listed terms, each taken with its multiplicity. -/
theorem d3Count_eq_superposition (M T : ℤ) :
    d3Count M T = ∑ t ∈ d3Terms, d3Mult t * termTable t M T := by
  by_cases h : (-5 ≤ M ∧ M ≤ 5) ∧ (-3 ≤ T ∧ T ≤ 3)
  · -- inside the box of possible projections the two tables are compared entry by entry
    have box : ∀ M ∈ Finset.Icc (-5 : ℤ) 5, ∀ T ∈ Finset.Icc (-3 : ℤ) 3,
        d3Count M T = ∑ t ∈ d3Terms, d3Mult t * termTable t M T := by
      decide +kernel
    exact box M (Finset.mem_Icc.mpr h.1) T (Finset.mem_Icc.mpr h.2)
  · -- outside the box both tables vanish
    have hempty : (Finset.powersetCard 3 dOrbitals).filter
        (fun A => (∑ o ∈ A, o.1) = M ∧ (∑ o ∈ A, o.2) = T) = ∅ := by
      apply Finset.filter_eq_empty_iff.mpr
      intro A hA hs
      obtain ⟨rfl, rfl⟩ := hs
      exact h (d3_projection_bounds A hA)
    have hzero : d3Count M T = 0 := by
      unfold d3Count
      rw [hempty]
      simp
    rw [hzero]
    symm
    apply Finset.sum_eq_zero
    intro t ht
    have hsmall : ∀ t ∈ d3Terms, t.1 ≤ 5 ∧ t.2 ≤ 3 := by decide +kernel
    have hb := hsmall t ht
    have ht0 : termTable t M T = 0 := by
      unfold termTable
      exact if_neg (by omega)
    rw [ht0, mul_zero]
```

## The multiplicities and their uniqueness

Applying $\Delta$ to this superposition gives the multiplicity of every term. For 2D,

$$c(2,1)-c(3,1)-c(2,3)+c(3,3)=6-4-1+1=2.$$

The theorem covers all natural numbers $L$ and $s$, including those far outside the box. The proof replaces the counts by the superposition and reads off its coefficients.

```lean
/-- For three d electrons, the second differences of the microstate counts are one for 4F, 4P,
2H, 2G, 2F and 2P, two for 2D, and zero for every other term. -/
theorem d3_term_multiplicities (L s : ℕ) :
    secondDifference d3Count L s = d3Mult (L, s) := by
  have hc : d3Count = fun M T => ∑ t ∈ d3Terms, d3Mult t * termTable t M T := by
    funext M T
    exact d3Count_eq_superposition M T
  rw [hc, secondDifference_superposition]
  by_cases h : (L, s) ∈ d3Terms
  · rw [if_pos h]
  · rw [if_neg h, d3Mult, if_neg h]
```

The same argument applies to any other finite list of terms that reproduces the counts. Its second differences are its own multiplicities, but they are also those just found, so the two lists agree. Negative integer coefficients are allowed in the competing list, and even they offer no alternative.

```lean
/-- Any finite list of terms with integer multiplicities that reproduces the d³ microstate counts
has the multiplicities of the table, terms missing from the list counting as zero. -/
theorem d3_decomposition_unique (A : Finset (ℕ × ℕ)) (n : ℕ × ℕ → ℤ)
    (h : ∀ M T : ℤ, d3Count M T = ∑ t ∈ A, n t * termTable t M T) (t : ℕ × ℕ) :
    (if t ∈ A then n t else 0) = d3Mult t := by
  obtain ⟨L, s⟩ := t
  have hc : d3Count = fun M T => ∑ t ∈ A, n t * termTable t M T := by
    funext M T
    exact h M T
  rw [← d3_term_multiplicities, hc, secondDifference_superposition]
```

## All 120 states accounted for

There are $\binom{10}{3}=120$ microstates. A term contains $(2L+1)(2S+1)$ states, so in the order 4F, 4P, 2H, 2G, 2F, 2D, 2P the contributions are

$$28+12+22+18+14+2\cdot10+6=120.$$

The Lean sum `∑ᶠ` runs over all pairs $(L,2S)$, with $2S+1$ written as `t.2 + 1`. The step `hsupp` shows that only the listed terms can contribute, which reduces the sum to the finite one above.

```lean
/-- There are 120 three-electron microstates in the d shell, and the sum over all terms of
multiplicity times `(2L+1)(2S+1)` is also 120. -/
theorem d3_dimension_sum :
    (Finset.powersetCard 3 dOrbitals).card = 120 ∧
    ∑ᶠ t : ℕ × ℕ, secondDifference d3Count t.1 t.2 * ((2 * (t.1 : ℤ) + 1) * ((t.2 : ℤ) + 1))
      = 120 := by
  refine ⟨by decide +kernel, ?_⟩
  simp only [d3_term_multiplicities, Prod.mk.eta]
  -- only the listed terms contribute to the sum
  have hsupp : Function.support
      (fun t : ℕ × ℕ => d3Mult t * ((2 * (t.1 : ℤ) + 1) * ((t.2 : ℤ) + 1)))
      ⊆ (d3Terms : Set (ℕ × ℕ)) := by
    intro t ht
    rw [Function.mem_support] at ht
    by_contra hn
    apply ht
    have h0 : d3Mult t = 0 := if_neg (fun h => hn (Finset.mem_coe.mpr h))
    simp [h0]
  rw [finsum_eq_sum_of_support_subset _ hsupp]
  decide +kernel

end DThreeTermEnumeration
```

```lean
#print axioms DThreeTermEnumeration.secondDifference_superposition
#print axioms DThreeTermEnumeration.d3_decomposition_unique
#print axioms DThreeTermEnumeration.d3_dimension_sum
```

```
'DThreeTermEnumeration.secondDifference_superposition' depends on axioms: [propext, Classical.choice, Quot.sound]
'DThreeTermEnumeration.d3_decomposition_unique' depends on axioms: [propext, Classical.choice, Quot.sound]
'DThreeTermEnumeration.d3_dimension_sum' depends on axioms: [propext, Classical.choice, Quot.sound]
```
